# On a bipartite lattice, contact interactions U and −U give the same expansion from a sign-compatible initial state

Let $K$ and $V$ be real symmetric matrices of the same finite size, and let $G$ be a diagonal matrix with entries $g_i=\pm1$ such that $GKG=-K$ and $GVG=V$. Then, with $\hbar=1$, for all real $t$ and all $i,j$,

$$\big[e^{-it(K+V)}\big]_{ij}=g_i\,g_j\,\overline{\big[e^{-it(K-V)}\big]_{ij}} .$$

If the initial state $\psi$ also satisfies $G\psi=c\,\overline\psi$ with $|c|=1$, the two evolutions give equal probabilities in every basis state at every time. For particles on a finite lattice without on-site energies, whose hopping is real and only connects opposite sublattices, $K$ is the kinetic energy and $V$ the contact interaction. For an initial state that satisfies this condition, reversing the sign of the interaction leaves the expanding density unchanged. A simulation code for such an isolated system can be checked by running it from such a state with both signs of the interaction.

In Lean 4 with Mathlib:

```lean
import Mathlib

open Matrix
open scoped ComplexConjugate

namespace AttractiveRepulsiveExpansion

noncomputable section
```

## The propagator of a real matrix

For a real matrix $H$ write $U_H(t)=e^{-itH}$. Its entry $[U_H(t)]_{ij}$ is the amplitude to go from basis state $j$ to basis state $i$ in time $t$.

```lean
/-- The propagator `exp(-itH)` of a Hamiltonian with real matrix `H`. -/
def propagator {n : Type*} [Fintype n] [DecidableEq n] (H : Matrix n n ℝ) (t : ℝ) :
    Matrix n n ℂ :=
  NormedSpace.exp ((-(t : ℂ) * Complex.I) • H.map (fun r : ℝ => (r : ℂ)))
```

The finite type `n` labels the basis, which may consist of sites or of many-particle configurations. The type `Matrix n n ℝ` says that the Hamiltonian is real in this basis, which excludes the complex hopping phases of a generic magnetic flux. The map `H.map` regards the real entries as complex numbers before the exponential is taken. Symmetry of $H$ is not required. A physical Hamiltonian has it, and it makes $U_H(t)$ unitary, so that squared moduli are probabilities for a normalised state.

## Complex conjugation reverses time

Entrywise conjugation is the adjoint followed by the transpose, and both pass through the exponential. Since $H$ is real,

$$\overline{U_H(t)}=\big((e^{-itH})^\dagger\big)^T=\big(e^{itH^T}\big)^T=e^{itH}=U_H(-t).$$

```lean
section General

variable {n : Type*} [Fintype n] [DecidableEq n]

/-- Time reversal: for a real Hamiltonian, conjugating an entry of the propagator
reverses the sign of time. -/
theorem conj_propagator (H : Matrix n n ℝ) (t : ℝ) (i j : n) :
    conj (propagator H t i j) = propagator H (-t) i j := by
  -- entrywise conjugation is the adjoint followed by the transpose
  have h : ((propagator H t)ᴴ)ᵀ = propagator H (-t) := by
    unfold propagator
    rw [← Matrix.exp_conjTranspose, ← Matrix.exp_transpose]
    refine congrArg NormedSpace.exp ?_
    ext i j
    simp
  rw [← h]
  rfl
```

This is time reversal for a spinless system, where the antiunitary operator is complex conjugation in the chosen basis. In the proof, `Matrix.exp_conjTranspose` and `Matrix.exp_transpose` carry out the two middle steps, and the exponents are then compared entry by entry.

## A sign-reversed Hamiltonian runs backwards

Suppose that $GHG=-H'$. Because $G^2=1$, this gives $H=-GH'G$, and hence

$$U_H(t)=e^{G(itH')G}=G\,e^{itH'}G=G\,U_{H'}(-t)\,G .$$

In entries, $[U_H(t)]_{ij}=g_ig_j[U_{H'}(-t)]_{ij}$.

```lean
/-- If a diagonal matrix of signs `g` turns `H` into `-H'`, then `H` evolves forwards in time
as `H'` evolves backwards, up to the signs `g i * g j`. -/
theorem propagator_of_sign_flip (g : n → ℝ) (hg : ∀ i, g i = 1 ∨ g i = -1)
    (H H' : Matrix n n ℝ) (h : diagonal g * H * diagonal g = -H') (t : ℝ) (i j : n) :
    propagator H t i j = (g i : ℂ) * g j * propagator H' (-t) i j := by
  have hsq : ∀ i, (g i : ℂ) * g i = 1 := fun i => by
    rcases hg i with e | e <;> simp [e]
  set D : Matrix n n ℂ := diagonal (fun i => (g i : ℂ)) with hD
  have hDD : D * D = 1 := by
    rw [hD, diagonal_mul_diagonal, ← diagonal_one]
    exact congrArg diagonal (funext hsq)
  have hinv : D⁻¹ = D := inv_eq_right_inv hDD
  have hU : IsUnit D := ⟨⟨D, D, hDD, hDD⟩, rfl⟩
  -- the exponential commutes with the change of basis D
  have key : propagator H t = D * propagator H' (-t) * D := by
    have e := Matrix.exp_conj D
      ((-((-t : ℝ) : ℂ) * Complex.I) • H'.map (fun r : ℝ => (r : ℂ))) hU
    rw [hinv] at e
    unfold propagator
    rw [← e]
    refine congrArg NormedSpace.exp ?_
    ext i j
    have hr := congrFun (congrFun h i) j
    rw [mul_diagonal, diagonal_mul, Matrix.neg_apply] at hr
    have hc : (g i : ℂ) * H i j * g j = -(H' i j : ℂ) := by exact_mod_cast hr
    simp only [hD, mul_diagonal, diagonal_mul, Matrix.smul_apply, Matrix.map_apply,
      smul_eq_mul, Complex.ofReal_neg]
    linear_combination (-(t : ℂ) * Complex.I * g i * g j) * hc
      + ((t : ℂ) * Complex.I * H i j * (g j : ℂ) ^ 2) * hsq i
      + ((t : ℂ) * Complex.I * H i j) * hsq j
  rw [key, hD, mul_diagonal, diagonal_mul]
  ring
```

Here `g` is the sign function, `hg` restricts its values to $1$ and $-1$, and `diagonal g` is $G$. Inside the proof, `D` is the same matrix with complex entries.

The middle equality rests on `Matrix.exp_conj`. For an invertible matrix $D$ and any $A$ it states that

$$e^{DAD^{-1}}=D\,e^{A}D^{-1}.$$

By hand one would see this from the power series, since $(DAD^{-1})^k=DA^kD^{-1}$. The lemma asks for a proof that `D` is a unit, and its conclusion contains `D⁻¹`. The single identity `hDD`, which says $D^2=1$, serves both needs: it makes `D` its own two-sided inverse in `hU`, and it yields `D⁻¹ = D` in `hinv`. After `rw [hinv] at e` no inverse is left.

The step `rw [← e]` then reads the lemma from right to left and absorbs the outer factors into the exponent. Both sides of the goal are now exponentials, so `congrArg NormedSpace.exp` reduces it to an equality of exponents. What remains is algebra with numbers: `linear_combination` combines $g_iH_{ij}g_j=-H'_{ij}$ with $g_i^2=g_j^2=1$.

## Amplitudes under K + V and K − V

The two symmetry relations give

$$G(K+V)G=-K+V=-(K-V).$$

The previous step therefore applies with $H=K+V$ and $H'=K-V$, and conjugation removes the reversed time:

$$[U_{K+V}(t)]_{ij}=g_ig_j[U_{K-V}(-t)]_{ij}=g_ig_j\overline{[U_{K-V}(t)]_{ij}} .$$

```lean
/-- Let the signs `g` reverse the real hopping `K` and preserve the real interaction `V`.
Then each amplitude under `K + V` is `g i * g j` times the conjugate amplitude
under `K - V`. -/
theorem propagator_add_eq_conj_sub (g : n → ℝ) (hg : ∀ i, g i = 1 ∨ g i = -1)
    (K V : Matrix n n ℝ) (hK : diagonal g * K * diagonal g = -K)
    (hV : diagonal g * V * diagonal g = V) (t : ℝ) (i j : n) :
    propagator (K + V) t i j = (g i : ℂ) * g j * conj (propagator (K - V) t i j) := by
  have h : diagonal g * (K + V) * diagonal g = -(K - V) := by
    rw [mul_add, add_mul, hK, hV]
    abel
  rw [conj_propagator, propagator_of_sign_flip g hg _ _ h]
```

The hypotheses `hK` and `hV` are the relations $GKG=-K$ and $GVG=V$. The local result `h` is the first display, and the final rewriting joins the two earlier theorems.

## Equal probabilities from one initial state

An evolved state is a sum of amplitudes, and the signs $g_j$ enter that sum. They are harmless if $g_j\psi_j=c\,\overline{\psi_j}$ for all $j$, with one phase $c$:

$$[U_{K+V}(t)\psi]_i=g_i\sum_j\overline{[U_{K-V}(t)]_{ij}}\,g_j\psi_j=g_i\,c\,\overline{[U_{K-V}(t)\psi]_i}.$$

Since $|g_i|=|c|=1$, the moduli agree.

```lean
/-- Let the signs `g` reverse the real matrix `K` and preserve the real matrix `V`, and let the
initial state satisfy `g ψ = c conj ψ` with a phase `c`. Then `K + V` and `K - V` give the same
modulus of the wavefunction at every basis state and every time. -/
theorem norm_evolution_eq (g : n → ℝ) (hg : ∀ i, g i = 1 ∨ g i = -1)
    (K V : Matrix n n ℝ) (hK : diagonal g * K * diagonal g = -K)
    (hV : diagonal g * V * diagonal g = V) (ψ : n → ℂ) (c : ℂ) (hc : ‖c‖ = 1)
    (hψ : ∀ j, (g j : ℂ) * ψ j = c * conj (ψ j)) (t : ℝ) (i : n) :
    ‖(propagator (K + V) t *ᵥ ψ) i‖ = ‖(propagator (K - V) t *ᵥ ψ) i‖ := by
  -- the two evolved states are conjugate up to a sign and a global phase
  have h : (propagator (K + V) t *ᵥ ψ) i
      = (g i : ℂ) * c * conj ((propagator (K - V) t *ᵥ ψ) i) := by
    simp only [Matrix.mulVec, dotProduct, map_sum, map_mul, Finset.mul_sum]
    refine Finset.sum_congr rfl fun j _ => ?_
    rw [propagator_add_eq_conj_sub g hg K V hK hV]
    linear_combination ((g i : ℂ) * conj (propagator (K - V) t i j)) * hψ j
  rw [h, norm_mul, norm_mul, hc, RCLike.norm_conj]
  rcases hg i with e | e <;> simp [e]

end General
```

The condition `hψ` holds for a state localised on one basis state. More generally it holds for any state with real amplitudes supported where $g$ has a single value. A real state spread over both signs violates it.

Some restriction on $\psi$ is necessary. Take two sites with hopping $-1$, $g=(1,-1)$, $V=\mathrm{diag}(v,-v)$ with $v\neq0$, and $\psi=(1,1)/\sqrt2$. To second order in $t$, the probability of the first site minus that of the second is $-2vt^2$ under $K+V$ and $+2vt^2$ under $K-V$.

In the proof, `h` is the displayed identity, obtained by comparing the sums term by term. Taking norms then removes the sign, the phase and the conjugation.

## Hopping and contact energy of N particles

Let $L$ be a finite set of sites and $J$ a real one-particle hopping matrix. A configuration $x=(x_k)$ assigns a site to each of $N$ labelled particles. The kinetic energy moves one particle and leaves the others at rest:

$$K_{xy}=\sum_k J_{x_ky_k}\prod_{j\ne k}\delta_{x_jy_j}.$$

```lean
section Hubbard

variable {L : Type*} [Fintype L] [DecidableEq L]

/-- Kinetic energy of `N` particles on the lattice `L`: one particle at a time moves
with the one-particle hopping matrix `J`. -/
def hopping (N : ℕ) (J : Matrix L L ℝ) : Matrix (Fin N → L) (Fin N → L) ℝ :=
  Matrix.of fun x y => ∑ k, if ∀ j, j ≠ k → x j = y j then J (x k) (y k) else 0
```

The type `Fin N → L` is the set of configurations, and the `if` condition plays the part of the product of Kronecker deltas.

The contact interaction costs an energy $U$ for each pair of particles on the same site, so it is diagonal:

$$V_{xy}=\delta_{xy}\,U\sum_{j<k}\delta_{x_jx_k}.$$

```lean
/-- Contact interaction: each pair of particles on the same site costs the energy `U`. -/
def contact (N : ℕ) (U : ℝ) : Matrix (Fin N → L) (Fin N → L) ℝ :=
  diagonal fun x => U * ∑ j, ∑ k, if j < k ∧ x j = x k then (1 : ℝ) else 0
```

A site with $m$ particles contributes $Um(m-1)/2$, as in the Bose–Hubbard model. The particles are labelled and the wavefunction may have any exchange symmetry. Bosons correspond to symmetric $\psi$. For two-component fermions, $\psi$ is antisymmetric within each component, and the contact term then acts only between the components.

## The sign of a configuration

Let $s_a=\pm1$ mark the sublattice of site $a$. The diagonal entry of $G$ for a configuration is the product of the signs of its particles,

$$g(x)=\prod_k s_{x_k}.$$

```lean
/-- The product of the sublattice signs `s` over all particles of a configuration. -/
def parity {N : ℕ} (s : L → ℝ) (x : Fin N → L) : ℝ := ∏ k, s (x k)
```

A product of factors $\pm1$ is again $\pm1$; for $N=0$ it is the empty product, $1$.

```lean
omit [Fintype L] [DecidableEq L] in
/-- If every site has sign 1 or -1, so has every configuration of particles. -/
theorem parity_sign {N : ℕ} (s : L → ℝ) (hs : ∀ a, s a = 1 ∨ s a = -1) (x : Fin N → L) :
    parity s x = 1 ∨ parity s x = -1 := by
  unfold parity
  refine Finset.prod_induction _ (fun r : ℝ => r = 1 ∨ r = -1) ?_ (Or.inl rfl)
    (fun k _ => hs (x k))
  rintro a b (rfl | rfl) (rfl | rfl) <;> norm_num
```

The proof is an induction over the factors.

## Both symmetry relations follow from the hopping

Assume $s_aJ_{ab}s_b=-J_{ab}$ for all $a,b$, which means that $J$ vanishes between sites of equal sign. In the $k$-th term of $K_{xy}$ all particles except $k$ are at rest, so their signs cancel in pairs:

$$g(x)g(y)=s_{x_k}s_{y_k}\prod_{j\neq k}s_{x_j}^2=s_{x_k}s_{y_k}.$$

Multiplying by $J_{x_ky_k}$ gives $-J_{x_ky_k}$, and summing over $k$ gives $GKG=-K$. The interaction is diagonal and $g(x)^2=1$, so $GVG=V$.

```lean
/-- If the sublattice signs reverse the one-particle hopping `J`, then the configuration
parity reverses the `N`-particle hopping and preserves the contact interaction. -/
theorem hubbard_symmetry (N : ℕ) (s : L → ℝ) (hs : ∀ a, s a = 1 ∨ s a = -1)
    (J : Matrix L L ℝ) (hJ : diagonal s * J * diagonal s = -J) (U : ℝ) :
    diagonal (parity s) * hopping N J * diagonal (parity s) = -hopping N J ∧
    diagonal (parity s) * contact N U * diagonal (parity s)
      = (contact N U : Matrix (Fin N → L) (Fin N → L) ℝ) := by
  constructor
  · ext x y
    rw [mul_diagonal, diagonal_mul, Matrix.neg_apply]
    simp only [hopping, Matrix.of_apply, Finset.mul_sum, Finset.sum_mul,
      ← Finset.sum_neg_distrib]
    refine Finset.sum_congr rfl fun k _ => ?_
    split_ifs with h
    · -- the signs of the particles at rest cancel in pairs
      have hp : parity s x * parity s y = s (x k) * s (y k) := by
        unfold parity
        rw [← Finset.prod_mul_distrib]
        refine Finset.prod_eq_single k (fun j _ hj => ?_)
          (fun hk => absurd (Finset.mem_univ k) hk)
        rw [h j hj]
        rcases hs (y j) with e | e <;> simp [e]
      have hr := congrFun (congrFun hJ (x k)) (y k)
      rw [mul_diagonal, diagonal_mul, Matrix.neg_apply] at hr
      linear_combination J (x k) (y k) * hp + hr
    · simp
  · ext x y
    rw [mul_diagonal, diagonal_mul]
    by_cases h : x = y
    · subst h
      rcases parity_sign s hs x with e | e <;> rw [e] <;> ring
    · simp [contact, Matrix.diagonal_apply_ne _ h]
```

The hypothesis `hJ` excludes hopping within a sublattice, and also on-site energies in $J$, because a diagonal entry would have to equal its own negative. A trapping potential that keeps its sign while $U$ changes therefore does not fit this model.

In the first half of the proof, `Finset.prod_eq_single` leaves only the factor of the moving particle, which gives `hp`; the one-particle relation `hr` then supplies the minus sign. The second half treats $x=y$ and $x\neq y$ separately.

## Expansion with U and with −U

The contact energy is linear in $U$, so replacing $U$ by $-U$ replaces $V$ by $-V$. The equality of moduli becomes

$$\big|[e^{-it(K+V)}\psi](x)\big|^2=\big|[e^{-it(K-V)}\psi](x)\big|^2$$

for every configuration $x$ and every time $t$, provided that $g(x)\psi(x)=c\,\overline{\psi(x)}$ for all $x$.

```lean
/-- Let the sublattice signs reverse the hopping `J`, and let the initial state, multiplied by the
parity, be a phase times its conjugate. Then `N` particles with interaction `U` and with `-U` have
the same squared modulus of the wavefunction at every configuration and every time. For symmetric
`J` and normalised `ψ` this is the probability of the configuration. -/
theorem hubbard_expansion (N : ℕ) (s : L → ℝ) (hs : ∀ a, s a = 1 ∨ s a = -1)
    (J : Matrix L L ℝ) (hJ : diagonal s * J * diagonal s = -J) (U : ℝ)
    (ψ : (Fin N → L) → ℂ) (c : ℂ) (hc : ‖c‖ = 1)
    (hψ : ∀ x, (parity s x : ℂ) * ψ x = c * conj (ψ x)) (t : ℝ) (x : Fin N → L) :
    ‖(propagator (hopping N J + contact N U) t *ᵥ ψ) x‖ ^ 2
      = ‖(propagator (hopping N J + contact N (-U)) t *ᵥ ψ) x‖ ^ 2 := by
  have e : (contact N (-U) : Matrix (Fin N → L) (Fin N → L) ℝ) = -contact N U := by
    ext x y
    by_cases h : x = y
    · subst h
      simp [contact]
    · simp [contact, Matrix.diagonal_apply_ne _ h]
  obtain ⟨hK, hV⟩ := hubbard_symmetry N s hs J hJ U
  rw [e, ← sub_eq_add_neg,
    norm_evolution_eq (parity s) (parity_sign s hs) _ _ hK hV ψ c hc hψ t x]

end Hubbard
```

Bosons prepared with definite occupation numbers satisfy the condition: their wavefunction can be chosen real, and it is supported on permutations of one configuration, all with the same $g$. Equal configuration probabilities imply equal site densities and equal density correlations at each time. Quantities that depend on relative phases, such as the momentum distribution, may still differ.

In the proof, `e` is the sign change of the interaction, and `hubbard_symmetry` supplies the two relations that `norm_evolution_eq` needs.

## The open chain

For $M$ sites in a row, let $J_{ij}=-1$ when $i$ and $j$ are neighbours and $0$ otherwise, which sets the hopping energy to one.

```lean
/-- Nearest-neighbour hopping with amplitude -1 on an open chain of `M` sites. -/
def chain (M : ℕ) : Matrix (Fin M) (Fin M) ℝ :=
  Matrix.of fun i j => if i.val + 1 = j.val ∨ j.val + 1 = i.val then -1 else 0
```

With $s_i=(-1)^i$, neighbours carry opposite signs, so

$$s_iJ_{ij}s_j=(-1)^{i+j}J_{ij}=-J_{ij}$$

when $i$ and $j$ are neighbours, and both sides vanish otherwise.

```lean
/-- On the open chain the alternating signs `(-1)^i` reverse the nearest-neighbour hopping. -/
theorem chain_witness (M : ℕ) :
    diagonal (fun i : Fin M => (-1 : ℝ) ^ i.val) * chain M
      * diagonal (fun i : Fin M => (-1 : ℝ) ^ i.val) = -chain M := by
  ext i j
  rw [mul_diagonal, diagonal_mul, Matrix.neg_apply]
  simp only [chain, Matrix.of_apply]
  have hsq : ∀ k : ℕ, (-1 : ℝ) ^ k * (-1) ^ k = 1 := fun k => by
    rw [← mul_pow]
    norm_num
  split_ifs with h
  · -- neighbouring sites carry opposite signs
    rcases h with h | h
    · rw [← h, pow_succ]
      linear_combination hsq i.val
    · rw [← h, pow_succ]
      linear_combination hsq j.val
  · simp

end

end AttractiveRepulsiveExpansion
```

This is the hypothesis `hJ` of `hubbard_expansion` for an open chain of any length; for $M\le1$ there is no hopping and the relation reads $0=0$. The proof separates the two directions of a bond and uses $(-1)^k(-1)^k=1$ in each.

```lean
#print axioms AttractiveRepulsiveExpansion.hubbard_expansion
```

```
'AttractiveRepulsiveExpansion.hubbard_expansion' depends on axioms: [propext, Classical.choice, Quot.sound]
```
